# Elman's residual bound for restarted GMRES with a positive definite Hermitian part

## A linear solve at every frequency

One way to compute matrix elements of the Green's function $(\omega+i\eta-H)^{-1}$ of a Hermitian matrix $H$, at frequency $\omega$ with broadening $\eta>0$, is to solve $(\omega+i\eta-H)\,x=b$ for each $\omega$ of interest. If GMRES does this and the full Krylov basis would take too much memory, the method can be restarted: after a few steps the basis is discarded and a new one is built from the current residual. For a general matrix, restarting can make the iteration stall. A positivity condition on the matrix rules this out for every restart length.

The shifted system meets this condition after multiplication by a phase. Put $A=-i(\omega+i\eta-H)=\eta-i(\omega-H)$ and replace $b$ by $-ib$; the solution, the Krylov spaces and the residual norms stay the same. Since $\langle x,(\omega-H)x\rangle$ is real, $\mathrm{Re}\,\langle x,Ax\rangle=\eta\|x\|^2$. For a Hermitian $H$ in a finite basis, the bound below therefore applies with $\mu=\eta$, though it becomes weak when $\eta$ is small compared with $\|A\|$.

For a Hermitian $H$ restarting can be avoided: in exact arithmetic, a short Lanczos recurrence gives the same minimal residuals as full GMRES without storing the basis. This shortcut is lost in general when an absorbing potential $-iW$ with $W\ge0$ is added to $H$. The positivity condition survives, because then $\mathrm{Re}\,\langle x,Ax\rangle=\eta\|x\|^2+\langle x,Wx\rangle\ge\eta\|x\|^2$.

## The bound and its hypotheses

Let $A$ be a bounded operator on a nonzero complex inner product space, and let $\mu>0$ satisfy
$$\mathrm{Re}\,\langle x,Ax\rangle\ \ge\ \mu\|x\|^2\qquad\text{for all }x.$$
For a matrix, this says that the Hermitian part $(A+A^\dagger)/2$ has no eigenvalue below $\mu$. The constant $\mu$ measures damping: in the example above it is the broadening.

Let $r_0,r_1,\dots$ be residuals such that $r_{j+1}$ is the shortest vector of the form $r_j-Ay$ with $y$ in a subspace $K_j$ that contains $r_j$. Then
$$\|r_j\|^2\le q^j\,\|r_0\|^2,\qquad q=1-\frac{\mu^2}{\|A\|^2}.$$

## One trial correction gives the rate

**The factor lies in $[0,1)$.** By the hypothesis and the Cauchy–Schwarz inequality,
$$\mu\|x\|^2\le\mathrm{Re}\,\langle x,Ax\rangle\le\|x\|\,\|Ax\|,$$
so $\mu\|x\|\le\|Ax\|\le\|A\|\,\|x\|$. Any nonzero $x$ gives $0<\mu\le\|A\|$.

**A correction along the residual.** For real $\alpha\ge0$,
$$\|r-\alpha Ar\|^2=\|r\|^2-2\alpha\,\mathrm{Re}\,\langle r,Ar\rangle+\alpha^2\|Ar\|^2\le(1-2\alpha\mu+\alpha^2\|A\|^2)\,\|r\|^2.$$
The bracket is smallest at $\alpha=\mu/\|A\|^2$, where it equals $q$.

**The minimizer does at least as well.** Since $r_j\in K_j$, the vector $\alpha r_j$ is an admissible correction. Hence $\|r_{j+1}\|^2\le q\|r_j\|^2$, and induction on $j$ gives the bound.

**GMRES.** Let $x_j$ be the iterate at the start of cycle $j$, and $r_j=b-Ax_j$. A cycle of length $m_j\ge1$ adds the best correction from the span of $r_j,Ar_j,\dots,A^{m_j-1}r_j$. This space contains $r_j$, so the bound applies.

**From residual to error.** If $As=b$, then $r_j=A(s-x_j)$, and the first step gives $\mu\|x_j-s\|\le\|r_j\|$. Therefore
$$\|x_j-s\|^2\le q^j\,\frac{\|r_0\|^2}{\mu^2}\to0.$$

**A minimizer exists** whenever $K$ is finite-dimensional. Let $Ay$, with $y\in K$, be the orthogonal projection of $r$ onto the image $AK$. For any $z\in K$, Pythagoras gives
$$\|r-Az\|^2=\|A(y-z)\|^2+\|r-Ay\|^2\ge\|r-Ay\|^2.$$

## A two-by-two example

Take the non-normal matrix
$$A=\begin{pmatrix}1&1\\0&1\end{pmatrix}.$$
For a vector $v=(v_0,v_1)$,
$$\mathrm{Re}\,\langle v,Av\rangle-\tfrac12\|v\|^2=\tfrac12|v_0+v_1|^2\ge0,$$
so $\mu=\tfrac12$ is allowed. The larger eigenvalue of $A^\dagger A$ is $\|A\|^2=(3+\sqrt5)/2\approx2.618$, which gives $q\approx0.905$.

Run GMRES with restart length 1 from $r_0=(0,1)$. Then $Ar_0=(1,1)$, the best coefficient is $\tfrac12$, and $r_1=(-\tfrac12,\tfrac12)$. Next, $Ar_1=(0,\tfrac12)$, the best coefficient is $1$, and $r_2=(-\tfrac12,0)$. The squared norms are $1,\tfrac12,\tfrac14$, against the bounds $1,\ 0.905,\ 0.818$. The third cycle reaches zero, because $Ar_2=r_2$.

At $\mu=0$ the guarantee disappears. The rotation that sends $(1,0)$ to $(0,1)$ and $(0,1)$ to $(-1,0)$ has $\mathrm{Re}\,\langle v,Av\rangle=0$ for every $v$. With restart length 1 and $r_0=(1,0)$, the vector $Ar_0$ is orthogonal to $r_0$, the best coefficient is zero, and the iteration never moves.

## The statement in Lean

The space `E` is a complex inner product space of any dimension, not necessarily complete. The type `E →L[ℂ] E` contains the bounded linear operators, and `‖A‖` is the operator norm. The inner product `inner ℂ x y` is conjugate-linear in its first argument, as in Dirac notation. `[Nontrivial E]` says that the space has a nonzero vector.

- `RealPartBound A μ` is the positivity condition. The sign `0 < μ` is a separate hypothesis.
- `IsMinResStep A K r r'` says that `r'` is attained by a correction in `K` and that no correction in `K` does better.
- `krylov A r m` is the span of the first `m` Krylov vectors, with powers from 0 to `m - 1`.
- `IsGMRESCycle A b m x x'` relates the iterates before and after one cycle. The length `m j` may change from cycle to cycle, but must be positive.

`elman_bound` is the general statement about residuals, `gmres_residual_bound` applies it to restarted GMRES, and `gmres_tendsto` gives convergence of the iterates to `s`, where `A s = b` is assumed.

The index `j` in the GMRES theorems counts whole cycles, so a cycle of twenty steps is credited with only one factor $q$. Elman's bound is usually quoted per inner step. That version also fits the hypotheses of `elman_bound`, with the growing Krylov spaces of one cycle as the $K_j$, but the file does not carry out this identification.

The definitions describe what a cycle achieves, with exact minimization. They do not describe the Arnoldi process, rounding errors or preconditioning.

```lean
import Mathlib

open Filter Topology

namespace ElmanBound

noncomputable section

variable {E : Type*} [NormedAddCommGroup E] [InnerProductSpace ℂ E]

/-- The real part of `⟨x, A x⟩` is at least `μ ‖x‖²` for every vector `x`. -/
def RealPartBound (A : E →L[ℂ] E) (μ : ℝ) : Prop :=
  ∀ x : E, μ * ‖x‖ ^ 2 ≤ (inner ℂ x (A x)).re

/-- The residual `r'` arises from `r` by a correction in the subspace `K`, and no correction
in `K` gives a smaller residual norm. -/
def IsMinResStep (A : E →L[ℂ] E) (K : Submodule ℂ E) (r r' : E) : Prop :=
  (∃ y ∈ K, r' = r - A y) ∧ ∀ y ∈ K, ‖r'‖ ≤ ‖r - A y‖

/-- The Krylov space spanned by `r, A r, ..., A^(m-1) r`. -/
def krylov (A : E →L[ℂ] E) (r : E) (m : ℕ) : Submodule ℂ E :=
  Submodule.span ℂ (Set.range fun i : Fin m => (A ^ (i : ℕ)) r)

/-- One GMRES cycle of length `m` for `A x = b`: the correction `x' - x` lies in the Krylov
space of the current residual and minimizes the new residual norm there. -/
def IsGMRESCycle (A : E →L[ℂ] E) (b : E) (m : ℕ) (x x' : E) : Prop :=
  x' - x ∈ krylov A (b - A x) m ∧
    ∀ y ∈ krylov A (b - A x) m, ‖b - A x'‖ ≤ ‖b - A (x + y)‖

/-- If `Re ⟨x, A x⟩ ≥ μ ‖x‖²` for all `x`, then `‖A x‖ ≥ μ ‖x‖` for all `x`. -/
theorem mul_norm_le_norm_apply {A : E →L[ℂ] E} {μ : ℝ} (hA : RealPartBound A μ) (x : E) :
    μ * ‖x‖ ≤ ‖A x‖ := by
  by_cases hx : x = 0
  · simp [hx]
  have hpos : 0 < ‖x‖ := norm_pos_iff.mpr hx
  have h1 := hA x
  have h2 : (inner ℂ x (A x)).re ≤ ‖x‖ * ‖A x‖ :=
    (Complex.re_le_norm _).trans (norm_inner_le_norm x (A x))
  refine le_of_mul_le_mul_left ?_ hpos
  linarith [show ‖x‖ * (μ * ‖x‖) = μ * ‖x‖ ^ 2 by ring]

/-- On a nontrivial space, a lower bound `μ` for the real part of `⟨x, A x⟩` on unit vectors
is at most the operator norm of `A`. -/
theorem le_opNorm [Nontrivial E] {A : E →L[ℂ] E} {μ : ℝ} (hA : RealPartBound A μ) :
    μ ≤ ‖A‖ := by
  obtain ⟨x, hx⟩ := exists_ne (0 : E)
  exact le_of_mul_le_mul_right ((mul_norm_le_norm_apply hA x).trans (A.le_opNorm x))
    (norm_pos_iff.mpr hx)

/-- If `Re ⟨x, A x⟩ ≥ μ ‖x‖²` with `μ > 0`, the correction `(μ/‖A‖²) r` along the residual
reduces the squared residual norm at least by the factor `1 - μ²/‖A‖²`. -/
theorem trial_step [Nontrivial E] {A : E →L[ℂ] E} {μ : ℝ} (hμ : 0 < μ)
    (hA : RealPartBound A μ) (r : E) :
    ‖r - A (((μ / ‖A‖ ^ 2 : ℝ) : ℂ) • r)‖ ^ 2 ≤ (1 - μ ^ 2 / ‖A‖ ^ 2) * ‖r‖ ^ 2 := by
  have ha : 0 < ‖A‖ := hμ.trans_le (le_opNorm hA)
  have hid : (1 - μ ^ 2 / ‖A‖ ^ 2) * ‖r‖ ^ 2 = ‖r‖ ^ 2
      - 2 * (μ / ‖A‖ ^ 2 * (μ * ‖r‖ ^ 2)) + (μ / ‖A‖ ^ 2) ^ 2 * (‖A‖ * ‖r‖) ^ 2 := by
    have hne : ‖A‖ ≠ 0 := ha.ne'
    field_simp
    ring
  have hα : 0 ≤ μ / ‖A‖ ^ 2 := by positivity
  rw [hid]
  generalize μ / ‖A‖ ^ 2 = α at hα ⊢
  -- expand the square of the trial residual
  have hre : RCLike.re (inner ℂ r ((α : ℂ) • A r)) = α * (inner ℂ r (A r)).re := by
    rw [inner_smul_right]
    exact Complex.re_ofReal_mul _ _
  have hn : ‖(α : ℂ) • A r‖ ^ 2 = α ^ 2 * ‖A r‖ ^ 2 := by
    rw [norm_smul, Complex.norm_real, Real.norm_eq_abs, mul_pow, sq_abs]
  rw [map_smul, norm_sub_sq (𝕜 := ℂ), hre, hn]
  have h1 := mul_le_mul_of_nonneg_left (hA r) hα
  have h2 := mul_le_mul_of_nonneg_left
    (pow_le_pow_left₀ (norm_nonneg _) (A.le_opNorm r) 2) (sq_nonneg α)
  linarith

/-- Elman's bound: let `Re ⟨x, A x⟩ ≥ μ ‖x‖²` with `μ > 0`, and let each residual minimize
the residual norm over corrections in a subspace containing the previous residual. Then the
squared residual norm after `j` steps is at most `(1 - μ²/‖A‖²)^j` times the initial one. -/
theorem elman_bound [Nontrivial E] {A : E →L[ℂ] E} {μ : ℝ} (hμ : 0 < μ)
    (hA : RealPartBound A μ) (K : ℕ → Submodule ℂ E) (r : ℕ → E)
    (hK : ∀ j, r j ∈ K j) (hr : ∀ j, IsMinResStep A (K j) (r j) (r (j + 1))) (j : ℕ) :
    ‖r j‖ ^ 2 ≤ (1 - μ ^ 2 / ‖A‖ ^ 2) ^ j * ‖r 0‖ ^ 2 := by
  have ha : 0 < ‖A‖ := hμ.trans_le (le_opNorm hA)
  have hq : 0 ≤ 1 - μ ^ 2 / ‖A‖ ^ 2 := by
    rw [sub_nonneg, div_le_one (by positivity)]
    exact pow_le_pow_left₀ hμ.le (le_opNorm hA) 2
  induction j with
  | zero => simp
  | succ j ih =>
    -- the minimizer is at least as good as the trial correction
    have hmin := (hr j).2 _ ((K j).smul_mem ((μ / ‖A‖ ^ 2 : ℝ) : ℂ) (hK j))
    calc ‖r (j + 1)‖ ^ 2 ≤ ‖r j - A (((μ / ‖A‖ ^ 2 : ℝ) : ℂ) • r j)‖ ^ 2 :=
          pow_le_pow_left₀ (norm_nonneg _) hmin 2
      _ ≤ (1 - μ ^ 2 / ‖A‖ ^ 2) * ‖r j‖ ^ 2 := trial_step hμ hA (r j)
      _ ≤ (1 - μ ^ 2 / ‖A‖ ^ 2) * ((1 - μ ^ 2 / ‖A‖ ^ 2) ^ j * ‖r 0‖ ^ 2) :=
          mul_le_mul_of_nonneg_left ih hq
      _ = (1 - μ ^ 2 / ‖A‖ ^ 2) ^ (j + 1) * ‖r 0‖ ^ 2 := by ring

/-- Every residual has a minimal residual step over every finite-dimensional subspace. -/
theorem exists_minResStep (A : E →L[ℂ] E) (K : Submodule ℂ E) [FiniteDimensional ℂ K]
    (r : E) : ∃ r', IsMinResStep A K r r' := by
  let L : Submodule ℂ E := K.map (A : E →ₗ[ℂ] E)
  have : FiniteDimensional ℂ L := inferInstanceAs (FiniteDimensional ℂ (K.map (A : E →ₗ[ℂ] E)))
  have : CompleteSpace L := FiniteDimensional.complete ℂ L
  -- project the residual orthogonally onto the image of `K`
  obtain ⟨w, hw, ho⟩ := Submodule.HasOrthogonalProjection.exists_orthogonal (K := L) r
  obtain ⟨y, hy, rfl⟩ := Submodule.mem_map.mp hw
  refine ⟨r - A y, ⟨y, hy, rfl⟩, fun z hz => ?_⟩
  have horth : inner ℂ (A (y - z)) (r - A y) = 0 :=
    (Submodule.mem_orthogonal _ _).1 ho _ (Submodule.mem_map.mpr ⟨y - z, K.sub_mem hy hz, rfl⟩)
  have hsplit : r - A z = A (y - z) + (r - A y) := by
    rw [map_sub]
    abel
  refine (sq_le_sq₀ (norm_nonneg _) (norm_nonneg _)).1 ?_
  rw [hsplit, norm_add_sq (𝕜 := ℂ), horth, map_zero]
  linarith [sq_nonneg ‖A (y - z)‖]

/-- Restarted GMRES with positive, possibly varying cycle lengths obeys Elman's bound after
`j` cycles, if `Re ⟨x, A x⟩ ≥ μ ‖x‖²` with `μ > 0`. -/
theorem gmres_residual_bound [Nontrivial E] {A : E →L[ℂ] E} {μ : ℝ} (hμ : 0 < μ)
    (hA : RealPartBound A μ) (b : E) (m : ℕ → ℕ) (hm : ∀ j, 0 < m j) (x : ℕ → E)
    (hx : ∀ j, IsGMRESCycle A b (m j) (x j) (x (j + 1))) (j : ℕ) :
    ‖b - A (x j)‖ ^ 2 ≤ (1 - μ ^ 2 / ‖A‖ ^ 2) ^ j * ‖b - A (x 0)‖ ^ 2 := by
  refine elman_bound hμ hA (fun j => krylov A (b - A (x j)) (m j))
    (fun j => b - A (x j)) (fun j => ?_) (fun j => ⟨⟨_, (hx j).1, ?_⟩, fun y hy => ?_⟩) j
  · exact Submodule.subset_span ⟨⟨0, hm j⟩, by simp⟩
  · simp only [map_sub]
    abel
  · have h := (hx j).2 y hy
    rwa [map_add, ← sub_sub] at h

/-- If `Re ⟨x, A x⟩ ≥ μ ‖x‖²` with `μ > 0` and `A s = b`, the iterates of restarted GMRES
with positive cycle lengths converge to `s` from any starting vector. -/
theorem gmres_tendsto [Nontrivial E] {A : E →L[ℂ] E} {μ : ℝ} (hμ : 0 < μ)
    (hA : RealPartBound A μ) (b s : E) (hs : A s = b) (m : ℕ → ℕ) (hm : ∀ j, 0 < m j)
    (x : ℕ → E) (hx : ∀ j, IsGMRESCycle A b (m j) (x j) (x (j + 1))) :
    Tendsto x atTop (𝓝 s) := by
  have ha : 0 < ‖A‖ := hμ.trans_le (le_opNorm hA)
  have hq : 0 ≤ 1 - μ ^ 2 / ‖A‖ ^ 2 := by
    rw [sub_nonneg, div_le_one (by positivity)]
    exact pow_le_pow_left₀ hμ.le (le_opNorm hA) 2
  have hq1 : 1 - μ ^ 2 / ‖A‖ ^ 2 < 1 := sub_lt_self _ (by positivity)
  -- the error is controlled by the residual
  have hbound : ∀ j, ‖x j - s‖ ^ 2 ≤
      (1 - μ ^ 2 / ‖A‖ ^ 2) ^ j * (‖b - A (x 0)‖ ^ 2 / μ ^ 2) := fun j => by
    have h1 := mul_norm_le_norm_apply hA (x j - s)
    rw [map_sub, hs, norm_sub_rev (A (x j)) b] at h1
    have h2 := pow_le_pow_left₀ (by positivity) h1 2
    have h3 := gmres_residual_bound hμ hA b m hm x hx j
    rw [← mul_div_assoc, le_div_iff₀ (by positivity)]
    linarith [mul_pow μ ‖x j - s‖ 2]
  have hlim := (tendsto_pow_atTop_nhds_zero_of_lt_one hq hq1).mul_const
    (‖b - A (x 0)‖ ^ 2 / μ ^ 2)
  rw [zero_mul] at hlim
  have hsq := (squeeze_zero (fun j => sq_nonneg ‖x j - s‖) hbound hlim).sqrt
  rw [tendsto_iff_norm_sub_tendsto_zero]
  simpa only [Real.sqrt_sq (norm_nonneg _), Real.sqrt_zero] using hsq

/-- The non-normal matrix with rows `(1, 1)` and `(0, 1)` satisfies
`Re ⟨x, A x⟩ ≥ ‖x‖²/2` on `ℂ²`. -/
theorem realPartBound_witness :
    RealPartBound (Matrix.toEuclideanCLM (n := Fin 2) (𝕜 := ℂ) !![1, 1; 0, 1]) (1 / 2) := by
  intro x
  have h0 : (Matrix.toEuclideanCLM (n := Fin 2) (𝕜 := ℂ) !![1, 1; 0, 1] x) 0 = x 0 + x 1 := by
    change (Matrix.mulVec !![1, 1; 0, 1] x.ofLp) 0 = _
    simp [Matrix.mulVec, dotProduct, Fin.sum_univ_two]
  have h1 : (Matrix.toEuclideanCLM (n := Fin 2) (𝕜 := ℂ) !![1, 1; 0, 1] x) 1 = x 1 := by
    change (Matrix.mulVec !![1, 1; 0, 1] x.ofLp) 1 = _
    simp [Matrix.mulVec, dotProduct, Fin.sum_univ_two]
  rw [EuclideanSpace.norm_sq_eq, PiLp.inner_apply, Fin.sum_univ_two, Fin.sum_univ_two, h0, h1]
  simp only [RCLike.inner_apply, Complex.sq_norm, Complex.normSq_apply, Complex.add_re,
    Complex.add_im, Complex.mul_re, Complex.conj_re, Complex.conj_im]
  nlinarith [sq_nonneg ((x 0).re + (x 1).re), sq_nonneg ((x 0).im + (x 1).im)]

end

end ElmanBound
```

```lean
#print axioms ElmanBound.exists_minResStep
-- 'ElmanBound.exists_minResStep' depends on axioms: [propext, Classical.choice, Quot.sound]
#print axioms ElmanBound.gmres_residual_bound
-- 'ElmanBound.gmres_residual_bound' depends on axioms: [propext, Classical.choice, Quot.sound]
#print axioms ElmanBound.gmres_tendsto
-- 'ElmanBound.gmres_tendsto' depends on axioms: [propext, Classical.choice, Quot.sound]
```

## From the derivation to the proof

`mul_norm_le_norm_apply` is the Cauchy–Schwarz step. The zero vector is treated separately, since the argument divides by $\|x\|$. `le_opNorm` then applies the result to one nonzero vector and obtains $\mu\le\|A\|$.

`trial_step` contains the calculation that fixes the rate. The identity `hid` writes $q\|r\|^2$ as the quadratic expression in $\alpha$ at $\alpha=\mu/\|A\|^2$. After that, `generalize` replaces the quotient by a plain variable `α`, of which only $\alpha\ge0$ is still needed. The rewrite with `norm_sub_sq` expands the square, `hre` and `hn` pull $\alpha$ out of the cross term and the last term, and `h1` and `h2` are the two estimates used by hand: the positivity condition times $\alpha$, and $\|Ar\|^2\le\|A\|^2\|r\|^2$ times $\alpha^2$. `linarith` adds them up.

In `elman_bound`, `hmin` compares the minimizer with the trial correction, which lies in `K j` because a subspace is closed under scalar multiples. The `calc` chain then follows the induction line by line. Its third step multiplies the induction hypothesis by $q$ and so needs $q\ge0$, which is `hq`.

`exists_minResStep` carries out the projection argument: `horth` is the orthogonality, `hsplit` is the decomposition of $r-Az$, and `norm_add_sq` supplies Pythagoras.

`gmres_residual_bound` calls `elman_bound` with the Krylov spaces as `K` and leaves three goals. The first is that the residual lies in its own Krylov space, as the vector with power 0; this is where `hm` enters. The other two rewrite $b-Ax_{j+1}$ and $b-A(x_j+y)$ as the old residual minus the image of a correction.

In `gmres_tendsto`, `hbound` is the error estimate derived above. Since $0\le q<1$, its right-hand side tends to zero, `squeeze_zero` carries this over to the squared error, and a square root gives the convergence of the error norm.

`realPartBound_witness` verifies the positivity condition for the two-by-two matrix of the example. It computes the two components of $Av$ and splits everything into real and imaginary parts. The squares passed to `nlinarith` are the two parts of $|v_0+v_1|^2$.
